# The combined light shift of a Λ system on two-photon resonance

When a far-detuned excited state is removed from a Raman calculation, the superposition of lower states that couples to it is assigned a shifted energy. Let the two lower states have energy zero and the excited state energy D, the detuning, in the rotating frame with ħ = 1. If the couplings are a/2 and b/2, where a and b are the Rabi frequencies, the assigned energy is

    −(|a|² + |b|²) / (4D).

The theorems below justify this value for a three-level model without decay, on exact two-photon resonance, as D → +∞ with a and b fixed. They also bound the error at every finite D > 0.

```lean
import Mathlib

open Polynomial Filter Topology ComplexConjugate

namespace RamanLightShift

noncomputable section
```

The opened namespaces supply notation: `X` is the polynomial variable, `C` turns a number into a constant polynomial, `conj` is complex conjugation, and `Tendsto`, `atTop` and `𝓝` express limits.

## The Hamiltonian and two energy formulas

```lean
/-- Hamiltonian of a Λ system on two-photon resonance: two lower states at energy zero are
coupled with complex Rabi frequencies `a` and `b` to an excited state at detuning `D`. -/
def lambdaH (a b : ℂ) (D : ℝ) : Matrix (Fin 3) (Fin 3) ℂ :=
  !![0, 0, a / 2; 0, 0, b / 2; conj a / 2, conj b / 2, (D : ℂ)]
```

This defines a 3×3 complex matrix for each choice of a, b and D:

    H = (  0     0    a/2 )
        (  0     0    b/2 )
        ( a*/2  b*/2   D  )

The first two basis states are the lower states and the third is the excited state. Energies are in units with ħ = 1, in the rotating frame. For each of the two transitions, D is the transition frequency minus the frequency of the field that drives it, so positive D means red detuning. The two zeros on the diagonal express two-photon resonance. The type `ℝ` of `D` makes the detuning real, while a and b may carry phases; real a and b give a real symmetric matrix.

The matrix is the starting point: the rotating-wave approximation behind it is assumed, each field drives only its own transition, and spontaneous emission and further excited levels are absent.

```lean
/-- Sum of the squared moduli of the two Rabi frequencies. -/
def totalRabiSq (a b : ℂ) : ℝ := Complex.normSq a + Complex.normSq b
```

`Complex.normSq a` is |a|². Write W for the sum defined here:

    W = |a|² + |b|².

```lean
/-- The lower energy `(D - √(D² + |a|² + |b|²)) / 2`. -/
def lowerEnergy (a b : ℂ) (D : ℝ) : ℝ := (D - √(D ^ 2 + totalRabiSq a b)) / 2
```

This is the lower energy, written E₋ below:

    E₋ = (D − √(D² + W)) / 2.

At this point it is only a formula. Its link with the matrix comes from the theorems.

```lean
/-- The upper energy `(D + √(D² + |a|² + |b|²)) / 2`. -/
def upperEnergy (a b : ℂ) (D : ℝ) : ℝ := (D + √(D ^ 2 + totalRabiSq a b)) / 2
```

The upper energy, E₊, has the other sign in front of the root:

    E₊ = (D + √(D² + W)) / 2.

```lean
/-- The sum of the squared Rabi frequencies is nonnegative. -/
lemma totalRabiSq_nonneg (a b : ℂ) : 0 ≤ totalRabiSq a b :=
  add_nonneg (Complex.normSq_nonneg a) (Complex.normSq_nonneg b)
```

The lemma says W ≥ 0, since W is a sum of two squared moduli. Hence D² + W ≥ 0, and squaring the square root returns D² + W.

```lean
/-- The lower energy solves the quadratic equation `E² = D E + (|a|² + |b|²) / 4`. -/
lemma lowerEnergy_sq (a b : ℂ) (D : ℝ) :
    lowerEnergy a b D ^ 2 = D * lowerEnergy a b D + totalRabiSq a b / 4 := by
  have h := Real.sq_sqrt (add_nonneg (sq_nonneg D) (totalRabiSq_nonneg a b))
  unfold lowerEnergy
  linear_combination h / 4
```

In ordinary notation, the lemma states

    E₋² = D E₋ + W/4.

To check it, put S = √(D² + W). Then

    E₋² = (D² − 2DS + S²)/4
    D E₋ + W/4 = (2D² − 2DS + W)/4.

The two agree because S² = D² + W. In the proof, `h` is that last identity, and `linear_combination h / 4` says that a quarter of it accounts for the difference between the two sides.

## The characteristic polynomial

```lean
/-- The characteristic polynomial of the Λ system is
`X (X² - D X - (|a|² + |b|²) / 4)`. -/
theorem lambdaH_charpoly (a b : ℂ) (D : ℝ) :
    (lambdaH a b D).charpoly =
      X * (X ^ 2 - C (D : ℂ) * X - C ((totalRabiSq a b / 4 : ℝ) : ℂ)) := by
  -- expand the determinant for arbitrary couplings first
  have general : ∀ p q r s d : ℂ,
      (!![0, 0, p; 0, 0, q; r, s, d] : Matrix (Fin 3) (Fin 3) ℂ).charpoly =
        X * (X ^ 2 - C d * X - C (p * r + q * s)) := by
    intro p q r s d
    simp [Matrix.charpoly, Matrix.det_fin_three]
    ring
  have h : a / 2 * (conj a / 2) + b / 2 * (conj b / 2) =
      ((totalRabiSq a b / 4 : ℝ) : ℂ) := by
    unfold totalRabiSq
    push_cast
    linear_combination (1 / 4) * Complex.mul_conj a + (1 / 4) * Complex.mul_conj b
  unfold lambdaH
  rw [general, h]
```

The theorem gives det(X − H) in closed form. For general couplings p, q in the last column, r, s in the last row and d in the corner, expansion along the first row gives

    det(X − H) = X [X(X − d) − qs] − prX
               = X (X² − dX − pr − qs).

Now set p = a/2, r = a*/2, q = b/2, s = b*/2 and d = D. Then pr + qs = |a|²/4 + |b|²/4 = W/4, so

    det(X − H) = X (X² − DX − W/4).

The proof has the same two stages. `general` expands the determinant for arbitrary entries, and `h` turns the products of couplings into W/4, using `Complex.mul_conj` for a a* = |a|². The annotation `: ℂ` in the statement places the real numbers D and W/4 among the complex ones, where the matrix entries live.

```lean
/-- The characteristic polynomial splits, with roots zero, the lower energy and the
upper energy. -/
theorem lambdaH_charpoly_factored (a b : ℂ) (D : ℝ) :
    (lambdaH a b D).charpoly =
      X * (X - C (lowerEnergy a b D : ℂ)) * (X - C (upperEnergy a b D : ℂ)) := by
  have hsum : D = lowerEnergy a b D + upperEnergy a b D := by
    unfold lowerEnergy upperEnergy
    ring
  have hprod : totalRabiSq a b / 4 = -(lowerEnergy a b D * upperEnergy a b D) := by
    have h := Real.sq_sqrt (add_nonneg (sq_nonneg D) (totalRabiSq_nonneg a b))
    unfold lowerEnergy upperEnergy
    linear_combination -h / 4
  have hs : C (D : ℂ) = C (lowerEnergy a b D : ℂ) + C (upperEnergy a b D : ℂ) := by
    rw [← C_add]
    congr 1
    exact_mod_cast hsum
  have hp : C ((totalRabiSq a b / 4 : ℝ) : ℂ) =
      -(C (lowerEnergy a b D : ℂ) * C (upperEnergy a b D : ℂ)) := by
    rw [← C_mul, ← C_neg]
    congr 1
    exact_mod_cast hprod
  rw [lambdaH_charpoly, hs, hp]
  ring
```

The quadratic factor splits because its roots have the required sum and product:

    E₋ + E₊ = D
    E₋ E₊ = (D² − (D² + W))/4 = −W/4.

Therefore

    det(X − H) = X (X − E₋)(X − E₊).

The three energies are 0, E₋ and E₊, counted with multiplicity. With both fields off they become 0, 0 and D. The steps `hsum` and `hprod` are the two identities above, `hs` and `hp` restate them for constant polynomials, and `ring` multiplies out.

## One superposition stays dark, another is shifted

```lean
/-- The vector `(b*, -a*, 0)` is annihilated by the Hamiltonian at every detuning. -/
theorem dark_state (a b : ℂ) (D : ℝ) :
    (lambdaH a b D).mulVec ![conj b, -conj a, 0] = 0 := by
  ext i
  fin_cases i <;> simp [lambdaH, Matrix.mulVec, dotProduct, Fin.sum_univ_succ]
  -- the two excitation amplitudes cancel
  ring
```

`mulVec` applies the matrix to a vector, here (b*, −a*, 0). The first two components of the result vanish because the excited amplitude is zero. The third is

    (a*/2) b* − (b*/2) a* = 0.

The two excitation paths cancel, whatever the detuning. When W > 0, the normalised dark state is (b*, −a*, 0)/√W. With both fields off the displayed vector is zero and represents no state, although the equation still holds.

In Lean, `fin_cases i` splits the vector equation into its three components, and the final `ring` performs the cancellation.

```lean
/-- The vector `(a/2, b/2, E)`, with `E` the lower energy, satisfies the stationary
Schrödinger equation with energy `E`. -/
theorem shifted_state (a b : ℂ) (D : ℝ) :
    (lambdaH a b D).mulVec ![a / 2, b / 2, (lowerEnergy a b D : ℂ)] =
      (lowerEnergy a b D : ℂ) • ![a / 2, b / 2, (lowerEnergy a b D : ℂ)] := by
  have hq : (lowerEnergy a b D : ℂ) ^ 2 = D * (lowerEnergy a b D : ℂ) +
      ((Complex.normSq a : ℂ) + (Complex.normSq b : ℂ)) / 4 := by
    have h := lowerEnergy_sq a b D
    unfold totalRabiSq at h
    exact_mod_cast h
  ext i
  fin_cases i
  · simp [lambdaH, Matrix.mulVec, dotProduct, Fin.sum_univ_succ]
    ring
  · simp [lambdaH, Matrix.mulVec, dotProduct, Fin.sum_univ_succ]
    ring
  · simp [lambdaH, Matrix.mulVec, dotProduct, Fin.sum_univ_succ]
    linear_combination (1 / 4) * Complex.mul_conj a + (1 / 4) * Complex.mul_conj b - hq
```

Here the vector is v = (a/2, b/2, E₋), and the claim is Hv = E₋v. The symbol `•` multiplies a vector by a number. The first two components of Hv are (a/2)E₋ and (b/2)E₋, as required. The third is

    |a|²/4 + |b|²/4 + D E₋ = W/4 + D E₋ = E₋²,

by the quadratic equation, which enters the proof as `hq`.

The squared norm of v is W/4 + E₋², so the normalised state is v/√(W/4 + E₋²) whenever v is nonzero. The vector vanishes only if W = 0 and D ≥ 0; in that case there is no coupling and no shift to describe.

## How close the shift is at finite detuning

```lean
/-- At positive detuning, `D` times the lower energy exceeds `-(|a|² + |b|²) / 4` by at least
zero and at most `(|a|² + |b|²)² / (16 D²)`. -/
theorem light_shift_error (a b : ℂ) {D : ℝ} (hD : 0 < D) :
    0 ≤ D * lowerEnergy a b D + totalRabiSq a b / 4 ∧
      D * lowerEnergy a b D + totalRabiSq a b / 4 ≤
        totalRabiSq a b ^ 2 / (16 * D ^ 2) := by
  have hq := lowerEnergy_sq a b D
  have hneg : lowerEnergy a b D ≤ 0 := by
    have h : D ≤ √(D ^ 2 + totalRabiSq a b) :=
      (Real.le_sqrt' hD).2 (by linarith [totalRabiSq_nonneg a b])
    unfold lowerEnergy
    linarith
  -- the error is exactly the square of the energy
  rw [← hq]
  refine ⟨sq_nonneg _, ?_⟩
  have h1 : 0 ≤ -(D * lowerEnergy a b D) := by
    have := mul_nonneg hD.le (neg_nonneg.2 hneg)
    linarith
  have h2 : -(D * lowerEnergy a b D) ≤ totalRabiSq a b / 4 := by
    linarith [sq_nonneg (lowerEnergy a b D)]
  have h3 := pow_le_pow_left₀ h1 h2 2
  rw [le_div_iff₀ (by positivity)]
  linarith
```

The hypothesis `hD : 0 < D` restricts the theorem to positive detuning. The conclusion is a pair of inequalities, joined by `∧`:

    0 ≤ D E₋ + W/4 ≤ W²/(16D²).

The quantity in the middle is E₋², by the quadratic equation, so it is nonnegative. For the upper bound, √(D² + W) ≥ D gives E₋ ≤ 0, and hence −D E₋ ≥ 0. The quadratic equation also gives

    −D E₋ = W/4 − E₋² ≤ W/4.

Squaring 0 ≤ −D E₋ ≤ W/4 yields D²E₋² ≤ W²/16, and division by D² finishes the argument. In the proof, `hneg` is the sign of E₋, `h1` and `h2` are the two inequalities before squaring, and `h3` is the squared one.

Dividing the whole statement by D puts it in terms of the energy itself:

    0 ≤ E₋ + W/(4D) ≤ W²/(16D³).

The approximate shift therefore never lies above the exact energy when D > 0.

## The limit of large positive detuning

```lean
/-- Combined light shift: the lower energy is a root of the characteristic polynomial at every
detuning, and `D` times it tends to `-(|a|² + |b|²) / 4` as `D` tends to infinity. -/
theorem combined_light_shift (a b : ℂ) :
    (∀ D : ℝ, (lambdaH a b D).charpoly.IsRoot (lowerEnergy a b D : ℂ)) ∧
      Tendsto (fun D : ℝ => D * lowerEnergy a b D) atTop
        (𝓝 (-(totalRabiSq a b / 4))) := by
  constructor
  · intro D
    rw [lambdaH_charpoly_factored]
    simp [Polynomial.IsRoot]
  · have hden : Tendsto (fun D : ℝ => 16 * D ^ 2) atTop atTop :=
      (tendsto_pow_atTop two_ne_zero).const_mul_atTop (by norm_num)
    have hup : Tendsto (fun D : ℝ => -(totalRabiSq a b / 4) +
        totalRabiSq a b ^ 2 / (16 * D ^ 2)) atTop (𝓝 (-(totalRabiSq a b / 4))) := by
      simpa using (hden.const_div_atTop (totalRabiSq a b ^ 2)).const_add
        (-(totalRabiSq a b / 4))
    -- squeeze between the limit and the limit plus the error bound
    refine tendsto_of_tendsto_of_tendsto_of_le_of_le' tendsto_const_nhds hup ?_ ?_
    · filter_upwards [eventually_gt_atTop 0] with D hD
      linarith [(light_shift_error a b hD).1]
    · filter_upwards [eventually_gt_atTop 0] with D hD
      linarith [(light_shift_error a b hD).2]
```

The first half says that E₋ is a root of the characteristic polynomial for every real D, which ties the formula to the matrix. It follows from the factored form. The second half is the limit

    D E₋ → −W/4   as D → +∞.

`Tendsto f atTop (𝓝 L)` is Lean's way of saying that f(D) approaches L as D grows without bound. Here a and b are fixed before the limit is taken. Since E₋ itself then tends to 0, the excited component of the vector v above vanishes in the limit. For W > 0 the normalised state approaches (a, b, 0)/√W, the superposition of lower states that couples to the excited one.

The proof is a squeeze. For D > 0 the error bound gives

    −W/4 ≤ D E₋ ≤ −W/4 + W²/(16D²),

and the right-hand side tends to −W/4, which is `hup`. The bounds are needed only for large D, so `eventually_gt_atTop 0` restricts attention to D > 0.

The direction of the limit matters. For large negative D, the lower energy lies near D and belongs to the mostly excited state, so it is no longer the shifted energy of the lower-state superposition; that role passes to E₊.

```lean
/-- The displacement of the upper energy from `D`, multiplied by `D`, tends to
`(|a|² + |b|²) / 4` as `D` tends to infinity. -/
theorem excited_light_shift (a b : ℂ) :
    Tendsto (fun D : ℝ => D * (upperEnergy a b D - D)) atTop
      (𝓝 (totalRabiSq a b / 4)) := by
  have h := (combined_light_shift a b).2.neg
  rw [neg_neg] at h
  refine h.congr fun D => ?_
  unfold lowerEnergy upperEnergy
  ring

end

end RamanLightShift
```

The upper level moves away from D by the opposite amount. Since E₋ + E₊ = D,

    D (E₊ − D) = −D E₋ → W/4   as D → +∞.

The proof negates the previous limit and uses `congr` to replace −D E₋ by the equal expression D(E₊ − D).

```lean
#print axioms RamanLightShift.dark_state
#print axioms RamanLightShift.shifted_state
#print axioms RamanLightShift.combined_light_shift
#print axioms RamanLightShift.excited_light_shift
```

```
'RamanLightShift.dark_state' depends on axioms: [propext, Classical.choice, Quot.sound]
'RamanLightShift.shifted_state' depends on axioms: [propext, Classical.choice, Quot.sound]
'RamanLightShift.combined_light_shift' depends on axioms: [propext, Classical.choice, Quot.sound]
'RamanLightShift.excited_light_shift' depends on axioms: [propext, Classical.choice, Quot.sound]
```
